# Weight, mean and variance of a Chebyshev-broadened level

Cut off the Chebyshev series of a sharp level after three or more terms, and the resulting "density" is negative somewhere. Damp the coefficients to cure this, and the mean energy may move: with a first damping factor of 0.95, a level at 0.8, on an energy axis rescaled so that the spectrum lies between −1 and 1, is broadened into a peak whose mean is 0.76. If the energy of a completely filled band is computed by integrating the full broadened peaks of its levels, the result is the sum of their means, and its error is the sum of their shifts. The formulas below say how large the shift of a level is and how wide its peak becomes.

The setting is the kernel polynomial method, where a Hamiltonian is shifted and rescaled so that its spectrum lies in $[-1,1]$. The results concern one level and exact arithmetic; they bear on densities of states of finite, non-interacting models, where the density is a sum over such levels.

In Lean 4 with Mathlib:

```lean
import Mathlib

open Polynomial.Chebyshev (T)
open MeasureTheory
open scoped Real

namespace KernelPolynomialMethod

noncomputable section
```

## The level as a density in the angle

Let $e$ be the rescaled energy of the level and $T_n$ the Chebyshev polynomials, with $T_n(\cos t)=\cos nt$. For $e$ inside the interval, the formal expansion of a delta function is

$$\delta(x-e)=\frac{1}{\pi\sqrt{1-x^2}}\Big(1+2\sum_{n\ge1}T_n(e)\,T_n(x)\Big).$$

Put $x=\cos t$ with $0\le t\le\pi$. Since $|dx|=\sqrt{1-x^2}\,dt$, the square root disappears from the density in $t$. Keeping the constant term and the terms with $0<n<N$, and multiplying each by a real damping factor $g_n$ gives

$$K(t)=\frac1\pi\Big(g_0+2\sum_{0<n<N}g_n\,T_n(e)\cos nt\Big).$$

```lean
/-- The level at energy `e`, broadened by a Chebyshev series with the constant term, the terms `0 <
n < N` and damping factors `g`, as a density in the angle `t`. -/
def broadenedLevel (N : ℕ) (g : ℕ → ℝ) (e : ℝ) : ℝ → ℝ := fun t =>
  (g 0 + 2 * ∑ n ∈ Finset.Ico 1 N, g n * (T ℝ n).eval e * Real.cos (n * t)) / π
```

`broadenedLevel N g e` is this function $K$. The set `Finset.Ico 1 N` contains the $n$ with $1\le n<N$, and `(T ℝ n).eval e` is $T_n(e)$. The factors `g` are an arbitrary real sequence, and `e` is an arbitrary real number: the identities below are polynomial in $e$, so they need no restriction to $[-1,1]$, although only that range describes a level of the rescaled Hamiltonian.

An observable $f$ of the energy has the average

$$\langle f\rangle=\int_0^\pi f(\cos t)\,K(t)\,dt .$$

```lean
/-- The integral of an observable `f` of the energy `x = cos t` against the broadened level,
over angles from `0` to `π`. -/
def levelAverage (N : ℕ) (g : ℕ → ℝ) (e : ℝ) (f : ℝ → ℝ) : ℝ :=
  ∫ t in (0 : ℝ)..π, f (Real.cos t) * broadenedLevel N g e t
```

No normalisation is built in; that the weight $\langle 1\rangle$ equals one will follow from $g_0=1$. Because $K$ is a finite sum of cosines, it is continuous, which supplies the integrability needed later.

```lean
/-- The broadened level is a continuous function of the angle. -/
theorem continuous_broadenedLevel (N : ℕ) (g : ℕ → ℝ) (e : ℝ) :
    Continuous (broadenedLevel N g e) := by
  unfold broadenedLevel
  fun_prop
```

## Orthogonality of the cosines

For an integer $k\neq0$,

$$\int_0^\pi\cos kt\,dt=\frac{\sin k\pi}{k}=0,$$

while for $k=0$ the integrand is 1 and the integral is $\pi$.

```lean
/-- The integral of `cos kt` over `[0, π]` is `π` for `k = 0` and zero for every other
integer `k`. -/
theorem integral_cos_int (k : ℤ) :
    ∫ t in (0 : ℝ)..π, Real.cos (k * t) = if k = 0 then π else 0 := by
  by_cases hk : k = 0
  · simp [hk]
  have hk' : (k : ℝ) ≠ 0 := by exact_mod_cast hk
  have h : ∀ t ∈ Set.uIcc (0 : ℝ) π,
      HasDerivAt (fun s : ℝ => Real.sin (k * s) / k) (Real.cos (k * t)) t := by
    intro t _
    have h1 : HasDerivAt (fun s : ℝ => (k : ℝ) * s) k t := by
      simpa using (hasDerivAt_id' t).const_mul (k : ℝ)
    exact (h1.sin.div_const (k : ℝ)).congr_deriv (by field_simp)
  have hi : IntervalIntegrable (fun t : ℝ => Real.cos (k * t)) volume 0 π :=
    Continuous.intervalIntegrable (by fun_prop) _ _
  rw [intervalIntegral.integral_eq_sub_of_hasDerivAt h hi, if_neg hk]
  simp [Real.sin_int_mul_pi]
```

The proof splits on `k = 0`. Otherwise it differentiates $\sin(ks)/k$, applies the fundamental theorem of calculus and finishes with `Real.sin_int_mul_pi`.

For natural numbers $m$ and $n$, the product formula

$$\cos mt\cos nt=\tfrac12\big[\cos (m-n)t+\cos (m+n)t\big]$$

reduces the overlap to two such integrals. If $m\ne n$, neither $m-n$ nor $m+n$ is zero, and the overlap vanishes. If $m=n>0$, only the first term survives and gives $\pi/2$. If $m=n=0$, both survive and give $\pi$.

```lean
/-- Orthogonality of the cosines on `[0, π]`. -/
theorem cos_overlap (m n : ℕ) :
    ∫ t in (0 : ℝ)..π, Real.cos (m * t) * Real.cos (n * t) =
      if m = n then (if m = 0 then π else π / 2) else 0 := by
  have h : ∀ t : ℝ, Real.cos (m * t) * Real.cos (n * t) =
      (Real.cos (((m : ℤ) - (n : ℤ) : ℤ) * t) +
        Real.cos (((m : ℤ) + (n : ℤ) : ℤ) * t)) / 2 := by
    intro t
    push_cast
    rw [sub_mul, add_mul, Real.cos_sub, Real.cos_add]
    ring
  have hi : ∀ k : ℤ, IntervalIntegrable (fun t : ℝ => Real.cos (k * t)) volume 0 π :=
    fun k => Continuous.intervalIntegrable (by fun_prop) _ _
  simp_rw [h]
  rw [intervalIntegral.integral_div, intervalIntegral.integral_add (hi _) (hi _),
    integral_cos_int, integral_cos_int]
  by_cases hmn : m = n
  · subst hmn
    by_cases hm : m = 0
    · simp [hm]
    · simp [hm]
  · have h1 : (m : ℤ) - n ≠ 0 := by omega
    have h2 : (m : ℤ) + n ≠ 0 := by omega
    rw [if_neg h1, if_neg h2, if_neg hmn]
    norm_num
```

The difference $m-n$ can be negative, which is why the previous lemma was stated for integers. The case split in the proof is the one just made.

## Each Chebyshev moment is damped by its own factor

Take $f=T_m$ and assume $N\ge1$. Since $T_m(\cos t)=\cos mt$,

$$\langle T_m\rangle=\frac{g_0}{\pi}\int_0^\pi\cos mt\,dt+\sum_{0<n<N}\frac{2g_nT_n(e)}{\pi}\int_0^\pi\cos mt\cos nt\,dt .$$

For $m=0$ only the first term contributes, and it gives $g_0=g_0T_0(e)$. For $0<m<N$ only $n=m$ contributes, and it gives $\frac{2g_mT_m(e)}{\pi}\cdot\frac{\pi}{2}=g_mT_m(e)$. For $m\ge N$ nothing is left. Hence

$$\langle T_m\rangle=\begin{cases}g_m\,T_m(e), & m<N,\\ 0, & m\ge N.\end{cases}$$

```lean
/-- For `N > 0`, the `m`-th Chebyshev moment of the broadened level is `g_m T_m(e)` for `m < N` and
zero for `m ≥ N`. -/
theorem chebyshev_moment {N : ℕ} (hN : 0 < N) (g : ℕ → ℝ) (e : ℝ) (m : ℕ) :
    levelAverage N g e (fun x => (T ℝ m).eval x) =
      if m < N then g m * (T ℝ m).eval e else 0 := by
  -- write the integrand as a sum of products of two cosines
  have h : ∀ t : ℝ, (T ℝ m).eval (Real.cos t) * broadenedLevel N g e t =
      g 0 / π * (Real.cos (m * t) * Real.cos ((0 : ℕ) * t)) +
      ∑ n ∈ Finset.Ico 1 N, 2 * g n * (T ℝ n).eval e / π *
        (Real.cos (m * t) * Real.cos (n * t)) := by
    intro t
    rw [Polynomial.Chebyshev.T_real_cos]
    simp only [broadenedLevel, Int.cast_natCast, Nat.cast_zero, zero_mul, Real.cos_zero, mul_one]
    rw [add_div, mul_add, Finset.mul_sum, Finset.sum_div, Finset.mul_sum]
    congr 1
    · ring
    · exact Finset.sum_congr rfl fun n _ => by ring
  have hi : ∀ (n : ℕ) (c : ℝ), IntervalIntegrable
      (fun t : ℝ => c * (Real.cos (m * t) * Real.cos (n * t))) volume 0 π :=
    fun n c => Continuous.intervalIntegrable (by fun_prop) _ _
  have hs : IntervalIntegrable (fun t : ℝ => ∑ n ∈ Finset.Ico 1 N,
      2 * g n * (T ℝ n).eval e / π * (Real.cos (m * t) * Real.cos (n * t))) volume 0 π :=
    Continuous.intervalIntegrable (by fun_prop) _ _
  simp only [levelAverage, h]
  rw [intervalIntegral.integral_add (hi 0 _) hs,
    intervalIntegral.integral_finsetSum (fun n _ => hi n _)]
  simp only [intervalIntegral.integral_const_mul, cos_overlap]
  -- orthogonality leaves at most one term
  rcases Nat.eq_zero_or_pos m with hm | hm
  · subst hm
    rw [Finset.sum_eq_zero]
    · simp [hN, Real.pi_ne_zero]
    · intro n hn
      have hn0 : 0 ≠ n := by
        have := (Finset.mem_Ico.mp hn).1
        omega
      rw [if_neg hn0, mul_zero]
  · have hm' : m ≠ 0 := hm.ne'
    simp only [hm', ↓reduceIte, mul_zero, zero_add, mul_ite, Finset.sum_ite_eq, Finset.mem_Ico]
    by_cases hmN : m < N
    · rw [if_pos ⟨hm, hmN⟩, if_pos hmN]
      field_simp
    · rw [if_neg (fun h => hmN h.2), if_neg hmN]
```

The local statement `h` rewrites the integrand as the sum above, treating the constant term as a product with $\cos 0t$ so that `cos_overlap` covers every term. After integration term by term, `Finset.sum_ite_eq` picks out $n=m$. The hypothesis `0 < N` is there because the definition keeps the $g_0$ term even at $N=0$.

## Weight, mean and second moment

Averages are linear, so for real $a,b,c$

$$\langle a+bx+cx^2\rangle=a\langle1\rangle+b\langle x\rangle+c\langle x^2\rangle .$$

```lean
/-- The average of a quadratic observable is the same combination of the weight, the first
and the second moment. -/
theorem average_quadratic (N : ℕ) (g : ℕ → ℝ) (e a b c : ℝ) :
    levelAverage N g e (fun x => a + b * x + c * x ^ 2) =
      a * levelAverage N g e (fun _ => 1) + b * levelAverage N g e (fun x => x) +
        c * levelAverage N g e (fun x => x ^ 2) := by
  have hK := continuous_broadenedLevel N g e
  have h : ∀ t : ℝ, (a + b * Real.cos t + c * Real.cos t ^ 2) * broadenedLevel N g e t =
      a * (1 * broadenedLevel N g e t) + b * (Real.cos t * broadenedLevel N g e t) +
        c * (Real.cos t ^ 2 * broadenedLevel N g e t) := fun t => by ring
  have h0 : IntervalIntegrable (fun t => a * (1 * broadenedLevel N g e t)) volume 0 π :=
    Continuous.intervalIntegrable (by fun_prop) _ _
  have h1 : IntervalIntegrable (fun t => b * (Real.cos t * broadenedLevel N g e t))
      volume 0 π := Continuous.intervalIntegrable (by fun_prop) _ _
  have h01 : IntervalIntegrable (fun t => a * (1 * broadenedLevel N g e t) +
      b * (Real.cos t * broadenedLevel N g e t)) volume 0 π :=
    Continuous.intervalIntegrable (by fun_prop) _ _
  have h2 : IntervalIntegrable (fun t => c * (Real.cos t ^ 2 * broadenedLevel N g e t))
      volume 0 π := Continuous.intervalIntegrable (by fun_prop) _ _
  simp only [levelAverage, h]
  rw [intervalIntegral.integral_add h01 h2, intervalIntegral.integral_add h0 h1]
  simp only [intervalIntegral.integral_const_mul]
```

Now let $g_0=1$ and $N\ge3$, so that $T_0$, $T_1$ and $T_2$ are all in the series. From $T_0=1$ and $T_1(x)=x$,

$$\langle1\rangle=g_0=1,\qquad \langle x\rangle=g_1e .$$

From $T_2(x)=2x^2-1$ we have $2\langle x^2\rangle-\langle 1\rangle=g_2T_2(e)$, hence

$$\langle x^2\rangle=\frac{1+g_2T_2(e)}{2}.$$

```lean
/-- For `N ≥ 3` and `g_0 = 1`, the broadened level has weight one, mean `g_1 e` and second moment
`(1 + g_2 T_2(e)) / 2`. -/
theorem broadenedLevel_moments {N : ℕ} (hN : 3 ≤ N) (g : ℕ → ℝ) (hg : g 0 = 1) (e : ℝ) :
    levelAverage N g e (fun _ => 1) = 1 ∧
    levelAverage N g e (fun x => x) = g 1 * e ∧
    levelAverage N g e (fun x => x ^ 2) = (1 + g 2 * (T ℝ 2).eval e) / 2 := by
  have hN0 : 0 < N := by omega
  have hN1 : 1 < N := by omega
  have hN2 : 2 < N := by omega
  have hw : levelAverage N g e (fun _ => 1) = 1 := by
    simpa [hN0, hg] using chebyshev_moment hN0 g e 0
  have hm : levelAverage N g e (fun x => x) = g 1 * e := by
    simpa [hN1] using chebyshev_moment hN0 g e 1
  refine ⟨hw, hm, ?_⟩
  -- the second moment follows from `T_2(x) = 2 x ^ 2 - 1`
  have h := chebyshev_moment hN0 g e 2
  have hf : (fun x : ℝ => (T ℝ ((2 : ℕ) : ℤ)).eval x) = fun x => -1 + 0 * x + 2 * x ^ 2 := by
    funext x
    simp [Polynomial.Chebyshev.T_two]
    ring
  rw [hf, average_quadratic, hw, if_pos hN2] at h
  push_cast at h
  linarith
```

The three parts of the conclusion are these three moments. The first two are the cases $m=0$ and $m=1$ of `chebyshev_moment`. For the third, `hf` writes $T_2$ as $-1+0\cdot x+2x^2$, `average_quadratic` separates the terms, and `linarith` solves for $\langle x^2\rangle$.

In a calculation, the energies $e$ are not known individually. The code computes $\mu_n=\mathrm{Tr}\,T_n(\tilde H)/D$ for the rescaled Hamiltonian $\tilde H$ of dimension $D$, or, for large systems, usually estimates these traces with random vectors. It then multiplies by $g_n$ and sums the cosine series. Below, $\mu_n$ stands for the values the code uses, normalised so that $\mu_0=1$. Averaging the formulas over the levels suggests a direct test of the output: its mean should be $g_1\mu_1$ and its second moment $(1+g_2\mu_2)/2$. If the density in the angle, that is $K$ averaged over the levels, is sampled at the $M\ge N$ angles $t_j=\pi(j+\tfrac12)/M$, $j=0,\dots,M-1$, the integrals become plain sums with weight $\pi/M$, and the agreement should hold to rounding error. The undamped $\mu_1$ is itself the mean of all the rescaled levels, filled or not, or an estimate of it if random vectors were used.

## The width of the peak

Expanding the square about the mean $g_1e$ gives

$$\langle(x-g_1e)^2\rangle=\langle x^2\rangle-2g_1e\langle x\rangle+g_1^2e^2\langle1\rangle=\frac{1+g_2(2e^2-1)}{2}-g_1^2e^2,$$

and collecting powers of $e$,

$$\langle(x-g_1e)^2\rangle=\frac{1-g_2}{2}+(g_2-g_1^2)\,e^2 .$$

```lean
/-- The variance of the broadened level about its mean `g_1 e`, for `N ≥ 3` and `g_0 = 1`. -/
theorem broadenedLevel_variance {N : ℕ} (hN : 3 ≤ N) (g : ℕ → ℝ) (hg : g 0 = 1) (e : ℝ) :
    levelAverage N g e (fun x => (x - g 1 * e) ^ 2) =
      (1 - g 2) / 2 + (g 2 - g 1 ^ 2) * e ^ 2 := by
  obtain ⟨hw, hm, hs⟩ := broadenedLevel_moments hN g hg e
  have hf : (fun x : ℝ => (x - g 1 * e) ^ 2) =
      fun x => (g 1 * e) ^ 2 + (-2 * (g 1 * e)) * x + 1 * x ^ 2 := by
    funext x
    ring
  have hT : (T ℝ 2).eval e = 2 * e ^ 2 - 1 := by simp [Polynomial.Chebyshev.T_two]
  rw [hf, average_quadratic, hw, hm, hs, hT]
  ring
```

The proof is the same expansion, with `average_quadratic` and the three moments inserted and `ring` doing the collecting. The broadening thus depends on where the level sits, unless $g_2=g_1^2$. Only the first two damping factors enter; the others shape the peak without changing its variance.

## A nonnegative peak has a positive width

So far $K$ could take either sign, and "variance" was only a name for an integral. Suppose now that $K(t)\ge0$ on $[0,\pi]$, as a density of states should be. Then the integrand $(\cos t-g_1e)^2K(t)$ is continuous and nonnegative. If it is positive at some angle, its integral is positive. If it is positive nowhere, then $K(t)=0$ wherever $\cos t\ne g_1e$. The cosine is one-to-one on $[0,\pi]$, so at most one angle is excepted, and $\int_0^\pi K\,dt=0$. This contradicts $\langle1\rangle=1$. Therefore

$$\frac{1-g_2}{2}+(g_2-g_1^2)\,e^2>0 .$$

```lean
/-- Let `N ≥ 3` and `g_0 = 1`. If the broadened level is nowhere negative, then the damping factors
satisfy `(1 - g_2) / 2 + (g_2 - g_1 ^ 2) e ^ 2 > 0`. -/
theorem variance_pos_of_nonneg {N : ℕ} (hN : 3 ≤ N) (g : ℕ → ℝ) (hg : g 0 = 1) (e : ℝ)
    (hK : ∀ t ∈ Set.Icc (0 : ℝ) π, 0 ≤ broadenedLevel N g e t) :
    0 < (1 - g 2) / 2 + (g 2 - g 1 ^ 2) * e ^ 2 := by
  have hc := continuous_broadenedLevel N g e
  rw [← broadenedLevel_variance hN g hg e]
  simp only [levelAverage]
  refine intervalIntegral.integral_pos Real.pi_pos (Continuous.continuousOn (by fun_prop))
    (fun t ht => mul_nonneg (sq_nonneg _) (hK t ⟨ht.1.le, ht.2⟩)) ?_
  by_contra hcon
  -- otherwise the level vanishes at all angles but one, and its weight is zero
  have hae : ∀ᵐ t ∂(volume : Measure ℝ), t ∈ Set.uIoc (0 : ℝ) π →
      (1 : ℝ) * broadenedLevel N g e t = 0 := by
    filter_upwards [(Set.countable_singleton (Real.arccos (g 1 * e))).ae_notMem volume]
      with t ht hmem
    rw [Set.uIoc_of_le Real.pi_pos.le] at hmem
    have hI : t ∈ Set.Icc (0 : ℝ) π := ⟨hmem.1.le, hmem.2⟩
    have hne : Real.cos t - g 1 * e ≠ 0 := by
      intro h0
      apply ht
      rw [Set.mem_singleton_iff, ← sub_eq_zero.mp h0, Real.arccos_cos hI.1 hI.2]
    have hsq : 0 < (Real.cos t - g 1 * e) ^ 2 := by positivity
    have hle : broadenedLevel N g e t ≤ 0 := by
      by_contra h
      exact hcon ⟨t, hI, mul_pos hsq (not_le.mp h)⟩
    rw [one_mul]
    exact le_antisymm hle (hK t hI)
  have hz : levelAverage N g e (fun _ => 1) = 0 := by
    calc levelAverage N g e (fun _ => 1) = ∫ _ in (0 : ℝ)..π, (0 : ℝ) :=
          intervalIntegral.integral_congr_ae hae
      _ = 0 := by simp
  rw [(broadenedLevel_moments hN g hg e).1] at hz
  exact one_ne_zero hz
```

The hypothesis `hK` is the physical requirement of a nonnegative density, for the given $e$ only. It is assumed here, and the inequality is a necessary condition on $g_1$ and $g_2$, not a recipe for achieving it. In the proof, `intervalIntegral.integral_pos` handles the case of a positive value. The other case is `hae`, which says that $K$ vanishes at almost every angle; the possible exception is `Real.arccos (g 1 * e)`.

## What an undamped series does

Set every $g_n=1$. The variance formula gives

$$\frac{1-1}{2}+(1-1)\,e^2=0 .$$

The truncated series has the same weight, mean and second moment as the sharp level, and so the same zero variance. A continuous nonnegative function of weight one cannot have that, so $K(t)<0$ at some angle.

```lean
/-- Without damping, the Chebyshev series of a level truncated to `N ≥ 3` terms is negative at some
angle. -/
theorem undamped_negative {N : ℕ} (hN : 3 ≤ N) (e : ℝ) :
    ∃ t ∈ Set.Icc (0 : ℝ) π, broadenedLevel N (fun _ => 1) e t < 0 := by
  by_contra hcon
  have h := variance_pos_of_nonneg hN (fun _ => 1) rfl e
    (fun t ht => not_lt.mp fun hlt => hcon ⟨t, ht, hlt⟩)
  norm_num at h

end

end KernelPolynomialMethod
```

The proof assumes that no such angle exists, applies `variance_pos_of_nonneg` to the constant sequence `fun _ => 1`, and lets `norm_num` reduce the result to $0<0$. The conclusion holds for every $N\ge3$, so adding more terms does not remove the negative values. This is one reason why codes multiply the moments by damping factors, such as Jackson's, before summing the series.

```lean
#print axioms KernelPolynomialMethod.broadenedLevel_variance
#print axioms KernelPolynomialMethod.undamped_negative
```

```
'KernelPolynomialMethod.broadenedLevel_variance' depends on axioms: [propext, Classical.choice, Quot.sound]
'KernelPolynomialMethod.undamped_negative' depends on axioms: [propext, Classical.choice, Quot.sound]
```
